# Mehler kernels of the harmonic oscillator compose by adding their imaginary times

A harmonic oscillator of mass m and frequency ω starts at the bottom of its well, is at position z after imaginary time s, and is back at the bottom after a further time t. What total weight results when z is integrated over? With ħ = 1, a segment of duration t between 0 and z has the weight

M_t(0,z) = √(mω/(2π sinh ωt)) exp(−mω z² coth(ωt)/2).

The product of the two segments is a Gaussian in z, whose exponent contains

coth ωs + coth ωt = sinh ω(s+t) / (sinh ωs sinh ωt).

Its integral is √(2π sinh ωs sinh ωt / (mω sinh ω(s+t))). Multiplied by the two prefactors, this gives

√(mω/(2π sinh ω(s+t))) = M_(s+t)(0,0).

The two segments have merged into one. The same happens for arbitrary endpoints x and y, whenever m, ω, s and t are positive; the Gaussian is then centred on the classical path.

## The kernel and its action

```lean
import Mathlib

open MeasureTheory

namespace MehlerComposition

noncomputable section
```

In what follows, `def` introduces a quantity and `theorem` a proved statement. Assumptions such as `(hω : 0 < ω)` are named arguments of the theorem, and the claim comes after the last colon before `:=`.

```lean
/-- Euclidean classical action of a harmonic oscillator (mass `m`, frequency `ω`) that goes
from `x` to `y` in imaginary time `t`; the domain is `ω * t ≠ 0`. -/
def action (m ω t x y : ℝ) : ℝ :=
  m * ω * ((x ^ 2 + y ^ 2) * Real.cosh (ω * t) - 2 * x * y) / (2 * Real.sinh (ω * t))
```

This is the Euclidean action of the classical path from x to y in imaginary time t:

A_t(x,y) = mω((x² + y²) cosh ωt − 2xy) / (2 sinh ωt).

```lean
/-- The Mehler kernel, the imaginary-time propagator of the harmonic oscillator in units with
`ħ = 1`; the domain is `m, ω, t > 0`. -/
def mehler (m ω t x y : ℝ) : ℝ :=
  √(m * ω / (2 * Real.pi * Real.sinh (ω * t))) * Real.exp (-action m ω t x y)
```

The kernel is M_t(x,y) = √(mω/(2π sinh ωt)) exp(−A_t(x,y)). Physically it is the matrix element ⟨x|exp(−tH)|y⟩ with H = p²/(2m) + mω²x²/2, and for t = β it is the unnormalised thermal density matrix. That identification is the step from the formula to the oscillator: the kernel is defined here by its closed form and not derived from H.

## The Gaussian at the intermediate point

```lean
/-- The position at time `s` of the classical Euclidean path that runs from `x` to `y` in total
time `s + t`; the domain is `ω * (s + t) ≠ 0`. -/
def classicalPoint (ω s t x y : ℝ) : ℝ :=
  (x * Real.sinh (ω * t) + y * Real.sinh (ω * s)) / Real.sinh (ω * (s + t))
```

The classical path from x to y in total time s + t passes, at time s, through

c = (x sinh ωt + y sinh ωs) / sinh ω(s+t).

```lean
/-- Half the spring constant with which an intermediate point is held to the classical path, at time
`s` after the start and `t` before the end; the domain is `m, ω, s, t > 0`. -/
def stiffness (m ω s t : ℝ) : ℝ :=
  m * ω * Real.sinh (ω * (s + t)) / (2 * Real.sinh (ω * s) * Real.sinh (ω * t))
```

The coefficient that holds z near c is

a = mω sinh ω(s+t) / (2 sinh ωs sinh ωt).

The penalty a(z − c)² will be added to the action, without a factor ½, so 2a is the spring constant meant in the comment above. It belongs to an action and not to an energy: it has the unit of mω, whereas an ordinary spring constant has that of mω².

```lean
/-- The Gaussian density with centre `c` and exponent `a`; the domain is `a > 0`. -/
def gaussianDensity (a c z : ℝ) : ℝ :=
  √(a / Real.pi) * Real.exp (-(a * (z - c) ^ 2))
```

This is √(a/π) exp(−a(z − c)²), a normal density with mean c and variance 1/(2a).

```lean
/-- The unnormalised Gaussian ground-state wave function of the oscillator, in units with `ħ = 1`;
the domain is `m, ω > 0`. -/
def groundState (m ω x : ℝ) : ℝ := Real.exp (-(m * ω * x ^ 2 / 2))
```

The function exp(−mωx²/2) is left unnormalised; the normalised ground state carries the additional factor (mω/π)^(1/4).

```lean
/-- The path integral with `n` intermediate points and time steps `τ 0, …, τ n`: each new step
multiplies by a Mehler kernel and integrates over the point where the steps meet. -/
def slicedKernel (m ω : ℝ) (τ : ℕ → ℝ) : ℕ → ℝ → ℝ → ℝ
  | 0 => fun x y => mehler m ω (τ 0) x y
  | n + 1 => fun x y => ∫ z, slicedKernel m ω τ n x z * mehler m ω (τ (n + 1)) z y
```

Here n counts the intermediate points, so there are n + 1 time steps τ 0, …, τ n. With n = 0 there is no integral, only one kernel. Each further point adds one kernel and one integral over the position where the new step begins.

## From one Gaussian integral to the composition law

```lean
/-- For `a > 0` the Gaussian density integrates to one. -/
theorem integral_gaussianDensity {a : ℝ} (ha : 0 < a) (c : ℝ) :
    ∫ z, gaussianDensity a c z = 1 := by
  have h : ∫ z : ℝ, Real.exp (-(a * (z - c) ^ 2)) = √(Real.pi / a) := by
    simpa only [neg_mul] using
      (integral_sub_right_eq_self (fun z : ℝ => Real.exp (-a * z ^ 2)) c).trans
        (integral_gaussian a)
  have hpi := Real.pi_pos
  have h1 : a / Real.pi * (Real.pi / a) = 1 := by field_simp
  unfold gaussianDensity
  rw [integral_const_mul, h, ← Real.sqrt_mul (by positivity), h1, Real.sqrt_one]
```

The theorem says that the density integrates to one for a > 0 and any centre c. By hand, shift z by c and use

∫ exp(−az²) dz = √(π/a),

which √(a/π) cancels. The Lean proof takes the same two steps, with `integral_sub_right_eq_self` for the shift and `integral_gaussian` for the integral.

```lean
/-- For positive frequency and times, the actions of two successive segments add up to the action of
the whole interval plus `stiffness` times the squared distance of the intermediate point from the
classical path. -/
theorem action_add {ω s t : ℝ} (hω : 0 < ω) (hs : 0 < s) (ht : 0 < t) (m x y z : ℝ) :
    action m ω s x z + action m ω t z y =
      action m ω (s + t) x y + stiffness m ω s t * (z - classicalPoint ω s t x y) ^ 2 := by
  have hS := Real.sinh_pos_iff.2 (mul_pos hω hs)
  have hT := Real.sinh_pos_iff.2 (mul_pos hω ht)
  have hC := Real.cosh_pos (ω * s)
  have hD := Real.cosh_pos (ω * t)
  have h1 := Real.cosh_sq (ω * s)
  have h2 := Real.cosh_sq (ω * t)
  unfold action stiffness classicalPoint
  rw [mul_add ω s t, Real.sinh_add, Real.cosh_add]
  generalize Real.sinh (ω * s) = S at hS h1 ⊢
  generalize Real.sinh (ω * t) = T at hT h2 ⊢
  generalize Real.cosh (ω * s) = C at hC h1 ⊢
  generalize Real.cosh (ω * t) = D at hD h2 ⊢
  -- the two sides differ by multiples of cosh² - sinh² - 1
  rw [← sub_eq_zero]
  trans m * ω / 2 * (x ^ 2 * T / (S * (S * D + C * T)) * (C ^ 2 - S ^ 2 - 1)
    + y ^ 2 * S / (T * (S * D + C * T)) * (D ^ 2 - T ^ 2 - 1))
  · field_simp
    ring
  · rw [h1, h2]
    ring
```

In ordinary notation:

A_s(x,z) + A_t(z,y) = A_(s+t)(x,y) + a(z − c)².

Write S, C for sinh ωs, cosh ωs and T, D for sinh ωt, cosh ωt. The addition theorems give

U = sinh ω(s+t) = SD + CT,

V = cosh ω(s+t) = CD + ST.

The left side is

(mω/2)[x² C/S + y² D/T + z²(C/S + D/T) − 2z(x/S + y/T)].

Since C/S + D/T = U/(ST) and x/S + y/T = cU/(ST), completing the square in z produces a(z − c)² and leaves

(mω/2)[x² C/S + y² D/T − (xT + yS)²/(STU)].

The coefficient of x² in the bracket is (CU − T)/(SU). With C² − 1 = S²,

CU − T = CSD + (C² − 1)T = S(CD + ST) = SV,

so this coefficient is V/U. In the same way D² − 1 = T² gives V/U for y². The cross term is −2xy/U, and what remains is A_(s+t)(x,y).

The Lean proof replaces the hyperbolic functions by the same four letters with `generalize`. It then writes the difference of the two sides as a combination of C² − S² − 1 and D² − T² − 1, which `field_simp` and `ring` confirm by clearing denominators and comparing polynomials. Both expressions vanish by `Real.cosh_sq`.

```lean
/-- For positive mass, frequency and times, the product of two successive Mehler kernels is the
kernel for the total time multiplied by a Gaussian density of the intermediate point, centred on
the classical path. -/
theorem mehler_mul {m ω s t : ℝ} (hm : 0 < m) (hω : 0 < ω) (hs : 0 < s) (ht : 0 < t)
    (x y z : ℝ) :
    mehler m ω s x z * mehler m ω t z y =
      mehler m ω (s + t) x y *
        gaussianDensity (stiffness m ω s t) (classicalPoint ω s t x y) z := by
  have hS := Real.sinh_pos_iff.2 (mul_pos hω hs)
  have hT := Real.sinh_pos_iff.2 (mul_pos hω ht)
  have hU := Real.sinh_pos_iff.2 (mul_pos hω (add_pos hs ht))
  have hpi := Real.pi_pos
  -- the prefactors combine
  have hP : √(m * ω / (2 * Real.pi * Real.sinh (ω * s))) *
      √(m * ω / (2 * Real.pi * Real.sinh (ω * t))) =
      √(m * ω / (2 * Real.pi * Real.sinh (ω * (s + t)))) *
      √(stiffness m ω s t / Real.pi) := by
    rw [← Real.sqrt_mul (by positivity), ← Real.sqrt_mul (by positivity)]
    congr 1
    unfold stiffness
    field_simp
  calc mehler m ω s x z * mehler m ω t z y
      = (√(m * ω / (2 * Real.pi * Real.sinh (ω * s))) *
          √(m * ω / (2 * Real.pi * Real.sinh (ω * t)))) *
          Real.exp (-(action m ω s x z + action m ω t z y)) := by
        unfold mehler
        rw [neg_add, Real.exp_add]
        ring
    _ = _ := by
        rw [hP, action_add hω hs ht, neg_add, Real.exp_add]
        unfold mehler gaussianDensity
        ring
```

The product of two kernels is the full kernel times a normalised Gaussian in z:

M_s(x,z) M_t(z,y) = M_(s+t)(x,y) √(a/π) exp(−a(z − c)²).

The exponents follow from the previous theorem. For the prefactors,

mω/(2πS) · mω/(2πT) = mω/(2πU) · a/π,

and taking square roots gives the statement `hP` in the proof. The `calc` block collects the prefactors and the exponents separately, then inserts these two results.

In a path-integral simulation of a single one-dimensional oscillator that uses this kernel, a bead between two fixed neighbours is therefore normally distributed with mean c and variance 1/(2a). As ω → 0 the mean tends to (xt + ys)/(s + t) and the variance to st/(m(s + t)), the values for a free particle. This limit is read off from the formulas, since the theorem itself takes ω > 0.

```lean
/-- Composition law: for positive mass, frequency and times, integrating the product of two
Mehler kernels over the intermediate position gives the Mehler kernel for the total time. -/
theorem mehler_comp {m ω s t : ℝ} (hm : 0 < m) (hω : 0 < ω) (hs : 0 < s) (ht : 0 < t)
    (x y : ℝ) :
    ∫ z, mehler m ω s x z * mehler m ω t z y = mehler m ω (s + t) x y := by
  have hS := Real.sinh_pos_iff.2 (mul_pos hω hs)
  have hT := Real.sinh_pos_iff.2 (mul_pos hω ht)
  have hU := Real.sinh_pos_iff.2 (mul_pos hω (add_pos hs ht))
  have ha : 0 < stiffness m ω s t := by
    unfold stiffness
    positivity
  simp_rw [mehler_mul hm hω hs ht]
  rw [integral_const_mul, integral_gaussianDensity ha, mul_one]
```

This is the composition law:

∫ M_s(x,z) M_t(z,y) dz = M_(s+t)(x,y).

By hand, insert the product formula, take M_(s+t)(x,y) out of the integral because it does not depend on z, and use that the density integrates to one. In Lean, `simp_rw` rewrites the integrand, `integral_const_mul` extracts the constant, and the positivity of a allows the Gaussian theorem to be applied. Lean gives the integral of a non-integrable function the value 0; the right side here is positive, so the equation is a statement about a genuine integral.

## Many time slices, equal or not

```lean
/-- For positive mass, frequency and time steps, equal or not, the path integral with any number
of intermediate points equals the single Mehler kernel for the total time. -/
theorem slicedKernel_eq {m ω : ℝ} (hm : 0 < m) (hω : 0 < ω) {τ : ℕ → ℝ}
    (hτ : ∀ i, 0 < τ i) (n : ℕ) (x y : ℝ) :
    slicedKernel m ω τ n x y = mehler m ω (∑ i ∈ Finset.range (n + 1), τ i) x y := by
  induction n generalizing y with
  | zero => simp [slicedKernel]
  | succ n ih =>
    simp only [slicedKernel, ih]
    rw [mehler_comp hm hω (Finset.sum_pos (fun i _ => hτ i) ⟨0, by simp⟩) (hτ _),
      ← Finset.sum_range_succ]
```

For every n, the kernel with n intermediate points is the single kernel for the total time τ 0 + … + τ n. The steps may differ, but all must be positive. `Finset.range (n + 1)` is the index set 0, …, n.

The argument is induction on n. For n = 0 both sides are M_(τ 0)(x,y). If the claim holds for n, the first n + 1 steps form one kernel from x to z, and the composition law joins it to the last step from z to y. The phrase `generalizing y` keeps the endpoint free, so that the induction hypothesis can be used at z.

Time slicing thus has no discretisation error for this oscillator when each slice carries the Mehler kernel. Slices built from a short-time approximation, as is usual for anharmonic potentials, do in general have one.

## The ground-state Gaussian decays at the zero-point rate

```lean
/-- For positive mass, frequency and time, propagation with the Mehler kernel multiplies the
Gaussian ground state by `exp (-ω t / 2)`. -/
theorem mehler_groundState {m ω t : ℝ} (hm : 0 < m) (hω : 0 < ω) (ht : 0 < t) (x : ℝ) :
    ∫ y, mehler m ω t x y * groundState m ω y =
      Real.exp (-(ω * t / 2)) * groundState m ω x := by
  have hS := Real.sinh_pos_iff.2 (mul_pos hω ht)
  have hC := Real.cosh_pos (ω * t)
  have h1 := Real.cosh_sq (ω * t)
  have hpi := Real.pi_pos
  -- complete the square in y
  have hE : ∀ y, action m ω t x y + m * ω * y ^ 2 / 2 = m * ω * x ^ 2 / 2 +
      m * ω * (Real.cosh (ω * t) + Real.sinh (ω * t)) / (2 * Real.sinh (ω * t)) *
        (y - x / (Real.cosh (ω * t) + Real.sinh (ω * t))) ^ 2 := by
    intro y
    unfold action
    generalize Real.sinh (ω * t) = S at hS h1 ⊢
    generalize Real.cosh (ω * t) = C at hC h1 ⊢
    rw [← sub_eq_zero]
    trans m * ω * x ^ 2 / (2 * S * (C + S)) * (C ^ 2 - S ^ 2 - 1)
    · field_simp
      ring
    · rw [h1]
      ring
  rw [Real.cosh_add_sinh] at hE
  have ha : 0 < m * ω * Real.exp (ω * t) / (2 * Real.sinh (ω * t)) := by positivity
  -- the prefactor supplies the decay
  have hP : √(m * ω / (2 * Real.pi * Real.sinh (ω * t))) = Real.exp (-(ω * t / 2)) *
      √(m * ω * Real.exp (ω * t) / (2 * Real.sinh (ω * t)) / Real.pi) := by
    have h : m * ω * Real.exp (ω * t) / (2 * Real.sinh (ω * t)) / Real.pi =
        m * ω / (2 * Real.pi * Real.sinh (ω * t)) * Real.exp (ω * t) := by
      field_simp
    rw [h, Real.sqrt_mul (by positivity), ← Real.exp_half, mul_left_comm, ← Real.exp_add,
      neg_add_cancel, Real.exp_zero, mul_one]
  have hpt : ∀ y, mehler m ω t x y * groundState m ω y =
      Real.exp (-(ω * t / 2)) * groundState m ω x *
        gaussianDensity (m * ω * Real.exp (ω * t) / (2 * Real.sinh (ω * t)))
          (x / Real.exp (ω * t)) y := by
    intro y
    unfold mehler groundState gaussianDensity
    rw [mul_assoc, ← Real.exp_add, ← neg_add, hE, neg_add, Real.exp_add, hP]
    ring
  simp_rw [hpt]
  rw [integral_const_mul, integral_gaussianDensity ha, mul_one]

end

end MehlerComposition
```

Propagation reproduces the Gaussian up to a factor:

∫ M_t(x,y) exp(−mωy²/2) dy = exp(−ωt/2) exp(−mωx²/2).

Let S and C now stand for sinh ωt and cosh ωt, and let E = C + S = exp(ωt). The total exponent, up to its sign, is

A_t(x,y) + mωy²/2 = (mω/2)[x² C/S + y² E/S − 2xy/S].

Completing the square in y, with 1/E = C − S, turns this into

mωx²/2 + b(y − x/E)², where b = mωE/(2S).

The prefactor is √(mω/(2πS)) = exp(−ωt/2) √(b/π), and the remaining normalised Gaussian integrates to one. In the proof, `hE` is the completed square, `hP` the splitting of the prefactor, and `hpt` the resulting form of the integrand.

The decay rate ω/2 is the zero-point energy ħω/2 in these units. The theorem shows that the Gaussian is an eigenfunction of the propagation; that no other state decays more slowly is a separate fact about the oscillator.

```lean
#print axioms MehlerComposition.mehler_comp
#print axioms MehlerComposition.slicedKernel_eq
#print axioms MehlerComposition.mehler_groundState
```

```
'MehlerComposition.mehler_comp' depends on axioms: [propext, Classical.choice, Quot.sound]
'MehlerComposition.slicedKernel_eq' depends on axioms: [propext, Classical.choice, Quot.sound]
'MehlerComposition.mehler_groundState' depends on axioms: [propext, Classical.choice, Quot.sound]
```
